# The determinant of the ideal-mixing Hessian at positive composition

For finitely many independent real fractions xᵢ, all positive, with the dependent fraction x₀ = 1 − ∑ xᵢ also positive, the theorem says that the matrix diag(1/xᵢ) with 1/x₀ added to every entry has determinant 1/(x₀ ∏ xᵢ). In physics this matrix is the Hessian, in the independent fractions, of the ideal mixing free energy per particle in units of k_BT, x₀ ln x₀ + ∑ xᵢ ln xᵢ. The file defines the matrix by its entries and does not derive it from the free energy. The proof factors the matrix as diag(1/xᵢ) times `1 + A * B`, where `A * B` has rank one. The diagonal factor has determinant ∏ 1/xᵢ. The other has the same determinant as the 1×1 matrix `1 + B * A`, whose single entry is 1/x₀.

This version doesn't compile in Lean 4 with Mathlib:

```lean
import Mathlib

open Matrix

namespace IdealMixingHessian

noncomputable section

variable {ι : Type*} [Fintype ι]

/-- The dependent fraction `x₀`, fixed by the requirement that all fractions sum to one. -/
def lastFraction (x : ι → ℝ) : ℝ := 1 - ∑ i, x i

variable [DecidableEq ι]

/-- The matrix `diag(1/xᵢ)` plus `1/x₀` in every entry, for nonzero fractions. -/
def hessian (x : ι → ℝ) : Matrix ι ι ℝ :=
  diagonal (fun i => (x i)⁻¹) + Matrix.of (fun _ _ => (lastFraction x)⁻¹)

/-- For positive fractions the determinant of `hessian x` is one over the product of all
fractions, the dependent one included. -/
theorem hessian_det {x : ι → ℝ} (hx : ∀ i, 0 < x i) (h0 : 0 < lastFraction x) :
    (hessian x).det = 1 / (lastFraction x * ∏ i, x i) := by
  let A : Matrix ι Unit ℝ := Matrix.of fun i _ => x i / lastFraction x
  let B : Matrix Unit ι ℝ := Matrix.of fun _ _ => 1
  -- a diagonal matrix times a rank-one update of the identity
  have hfac : hessian x = diagonal (fun i => (x i)⁻¹) * (1 + A * B) := by
    ext i j
    have key : (x i)⁻¹ * (x i / lastFraction x) = (lastFraction x)⁻¹ := by
      rw [div_eq_mul_inv, inv_mul_cancel_left₀ (hx i).ne']
    rw [Matrix.diagonal_mul]
    simp only [hessian, A, B, Matrix.add_apply, Matrix.of_apply, Matrix.mul_apply,
      Finset.univ_unique, Finset.sum_singleton]
    by_cases h : i = j
    · subst h
      rw [Matrix.diagonal_apply_eq, Matrix.one_apply_eq]
      linear_combination -key
    · rw [Matrix.diagonal_apply_ne _ h, Matrix.one_apply_ne h]
      linear_combination -key
  have hone : (1 + B * A) default default = (lastFraction x)⁻¹ := by
    have hsum : ∑ i, x i = 1 - lastFraction x := by unfold lastFraction; ring
    have e : lastFraction x / lastFraction x = 1 := div_self h0.ne'
    simp only [A, B, Matrix.add_apply, Matrix.one_apply_eq, Matrix.mul_apply,
      Matrix.of_apply, one_mul, ← Finset.sum_div]
    rw [hsum]
    linear_combination -e
  rw [hfac, Matrix.det_mul, Matrix.det_diagonal, Matrix.det_one_add_mul_comm,
    Matrix.det_unique, hone, Finset.prod_inv_distrib, one_div, mul_inv, mul_comm]

end

end IdealMixingHessian
```

Lean reports:

```
Main.lean:40:14: error: Function expected at
  1 + B * A
but this term has type
  ?m.246

Note: Expected a function because this term is being applied to the argument
  default
```

The error is in the statement of `hone`, before any of its proof is run. There `1 + B * A` is applied to two indices, `default default`, to read off an entry. Lean can do this only if it knows that the expression is a matrix, since a matrix is a function of its two indices. The message says that the type was still the unknown `?m.246` at that point.

The product is not the obstacle: the types of `B` and `A` determine that `B * A` is a 1×1 real matrix. The unknown comes from the numeral `1`, which has no type of its own here. Lean's addition allows the two summands and the result to have different types, so knowing the type of `B * A` alone does not fix the type of the sum. Lean would by default take all three types to be the same, but it had not yet applied that rule when it came to the indices.

The repair writes the type out, `(1 + B * A : Matrix Unit Unit ℝ)`. Lean then knows that the sum is a 1×1 real matrix and accepts the two indices. The mathematical claim and the proof steps are unchanged.

As a diff, the version that Lean accepts:

```diff
@@ -38,5 +38,5 @@
     · rw [Matrix.diagonal_apply_ne _ h, Matrix.one_apply_ne h]
       linear_combination -key
-  have hone : (1 + B * A) default default = (lastFraction x)⁻¹ := by
+  have hone : (1 + B * A : Matrix Unit Unit ℝ) default default = (lastFraction x)⁻¹ := by
     have hsum : ∑ i, x i = 1 - lastFraction x := by unfold lastFraction; ring
     have e : lastFraction x / lastFraction x = 1 := div_self h0.ne'
```
